# Two fermionic modes carry spin one-half exactly when they hold one fermion

In the simplest model of a magnetic insulator, with as many electrons as sites, strong repulsion leaves one electron on each site, and at low energy only its spin remains free. To treat such spins with many-fermion methods, one can write the spin of a site in terms of two fermionic modes, spin up and spin down. Two modes have four states, however, while a spin one-half has two. So one has to ask whether the fermionic expressions obey the spin algebra on all four states, and which condition selects the true spin.

With $\hbar=1$, Pauli matrices $\sigma_i$, and $c_a$ the operator that removes a fermion from mode $a$, the spin operators are
$$S_i=\tfrac12\sum_{ab}c_a^\dagger(\sigma_i)_{ab}c_b .$$
They satisfy the spin commutation relations, commute with the total number $n$, and have $S^2=\tfrac34 n(2-n)$. Whether a real site holds one electron is an energetic matter, which the algebra does not decide.

## Modes and one-body operators

The operators live in a complex algebra `A` with an adjoint, `star`. It reverses products and respects sums; its action on complex scalars is left open, and no Hermiticity of $S_i$ is claimed. The modes are labelled by a finite type `ι`.

```lean
import Mathlib

open Finset

namespace AbrikosovFermions

noncomputable section

variable {ι A : Type*} [Fintype ι] [DecidableEq ι] [Ring A] [StarRing A] [Algebra ℂ A]
```

The physical assumption is Fermi statistics, which includes the exclusion principle $c_a^2=0$:
$$c_ac_b+c_bc_a=0,\qquad c_ac_b^\dagger+c_b^\dagger c_a=\delta_{ab}.$$

```lean
/-- The canonical anticommutation relations for a family of fermionic modes `c a`. -/
structure IsCAR (c : ι → A) : Prop where
  anti : ∀ a b, c a * c b + c b * c a = 0
  mixed : ∀ a b, c a * star (c b) + star (c b) * c a = if a = b then 1 else 0
```

A one-body matrix $M$ becomes the many-body operator $\Gamma(M)=\sum_{ab}M_{ab}\,c_a^\dagger c_b$.

```lean
/-- The many-body operator `∑ c_a† M_ab c_b` of a one-body matrix `M`. -/
def secondQuantize (c : ι → A) (M : Matrix ι ι ℂ) : A :=
  ∑ a, ∑ b, M a b • (star (c a) * c b)
```

The total number is $n=\sum_a n_a$, with occupations $n_a=c_a^\dagger c_a$.

```lean
/-- The total number operator `n = ∑ c_a† c_a`. -/
def number (c : ι → A) : A := ∑ a, star (c a) * c a
```

The Pauli matrices carry indices 0, 1, 2 for $x,y,z$. Modes 0 and 1 are spin up and spin down.

```lean
/-- The three Pauli matrices. -/
def pauli : Fin 3 → Matrix (Fin 2) (Fin 2) ℂ :=
  ![!![0, 1; 1, 0], !![0, -Complex.I; Complex.I, 0], !![1, 0; 0, -1]]
```

The Levi-Civita symbol is $\varepsilon_{ijk}=(j-i)(k-i)(k-j)/2$. It vanishes for repeated indices, changes sign under exchange, and equals 1 at $(0,1,2)$.

```lean
/-- The Levi-Civita symbol on three indices, written as a product of differences. -/
def eps (i j k : Fin 3) : ℂ :=
  (((j : ℕ) : ℂ) - ((i : ℕ) : ℂ)) * (((k : ℕ) : ℂ) - ((i : ℕ) : ℂ)) *
    (((k : ℕ) : ℂ) - ((j : ℕ) : ℂ)) / 2
```

The spin is then $S_i=\tfrac12\Gamma(\sigma_i)$.

```lean
/-- The spin operator `S_i = (1/2) ∑ c_a† (σ_i)_ab c_b` of two fermionic modes. -/
def spin (c : Fin 2 → A) (i : Fin 3) : A := (1 / 2 : ℂ) • secondQuantize c (pauli i)
```

## The spin algebra

Moving $c_b$ past $c_d^\dagger$, and $c_e$ past $c_a^\dagger$, gives
$$c_a^\dagger c_bc_d^\dagger c_e=\delta_{bd}c_a^\dagger c_e-c_a^\dagger c_d^\dagger c_bc_e,$$
$$c_d^\dagger c_ec_a^\dagger c_b=\delta_{ea}c_d^\dagger c_b-c_d^\dagger c_a^\dagger c_ec_b.$$
The quartic terms are equal, since two exchanges give two signs. Hence
$$[c_a^\dagger c_b,c_d^\dagger c_e]=\delta_{bd}c_a^\dagger c_e-\delta_{ea}c_d^\dagger c_b.$$
In the proof, `hs` is the adjoint of the first anticommutation relation. `linear_combination` multiplies the relations by the required factors, and `noncomm_ring` checks the result without reordering products.

```lean
omit [Fintype ι] [Algebra ℂ A] in
/-- The commutator of two hopping terms of fermionic modes is again a combination of
hopping terms. -/
theorem hopping_commutator {c : ι → A} (h : IsCAR c) (a b d e : ι) :
    star (c a) * c b * (star (c d) * c e) - star (c d) * c e * (star (c a) * c b) =
      star (c a) * (if b = d then 1 else 0) * c e
        - star (c d) * (if e = a then 1 else 0) * c b := by
  have hs : star (c a) * star (c d) + star (c d) * star (c a) = 0 := by
    simpa only [star_add, star_mul, star_zero] using congrArg star (h.anti d a)
  rw [← h.mixed b d, ← h.mixed e a]
  linear_combination (norm := noncomm_ring)
    star (c d) * star (c a) * h.anti b e - hs * c b * c e
```

Multiply by $M_{ab}N_{de}$ and sum. The deltas turn the coefficients into matrix products:
$$[\Gamma(M),\Gamma(N)]=\sum_{ae}(MN)_{ae}c_a^\dagger c_e-\sum_{db}(NM)_{db}c_d^\dagger c_b=\Gamma([M,N]).$$
This holds for any finite number of modes. The proof sums over $M$ first (`key`), then over $N$, and reorders the sums.

```lean
/-- For any finite number of fermionic modes, the commutator of two one-body operators is
the one-body operator of the matrix commutator. -/
theorem secondQuantize_commutator {c : ι → A} (h : IsCAR c) (M N : Matrix ι ι ℂ) :
    secondQuantize c M * secondQuantize c N - secondQuantize c N * secondQuantize c M =
      secondQuantize c (M * N - N * M) := by
  -- first the commutator with a single hopping term
  have key : ∀ d e, secondQuantize c M * (star (c d) * c e)
      - star (c d) * c e * secondQuantize c M =
      ∑ a, M a d • (star (c a) * c e) - ∑ b, M e b • (star (c d) * c b) := by
    intro d e
    calc _ = ∑ a, ∑ b, M a b • (star (c a) * c b * (star (c d) * c e)
          - star (c d) * c e * (star (c a) * c b)) := by
          simp only [secondQuantize, sum_mul, mul_sum, smul_mul_assoc, mul_smul_comm,
            smul_sub, sum_sub_distrib]
      _ = _ := by
          simp only [hopping_commutator h, smul_sub, sum_sub_distrib]
          congr 1
          · simp
          · rw [sum_comm]
            simp
  have hN : secondQuantize c N = ∑ d, ∑ e, N d e • (star (c d) * c e) := rfl
  calc _ = ∑ d, ∑ e, N d e • (secondQuantize c M * (star (c d) * c e)
        - star (c d) * c e * secondQuantize c M) := by
        rw [hN]
        simp only [sum_mul, mul_sum, smul_mul_assoc, mul_smul_comm, smul_sub,
          sum_sub_distrib]
    _ = _ := by
        -- then the sums are reordered into matrix products
        simp only [key]
        simp only [secondQuantize, Matrix.sub_apply, Matrix.mul_apply, sub_smul,
          sum_smul, smul_sub, smul_sum, smul_smul, sum_sub_distrib]
        congr 1
        · refine sum_comm.trans (Eq.trans ?_ sum_comm)
          refine sum_congr rfl fun e _ => sum_comm.trans ?_
          exact sum_congr rfl fun a _ => sum_congr rfl fun d _ => by
            rw [mul_comm (N d e) (M a d)]
        · exact sum_congr rfl fun d _ => sum_comm
```

For the Pauli matrices, $\sigma_0\sigma_1=i\sigma_2=-\sigma_1\sigma_0$ and cyclically, so
$$[\sigma_i,\sigma_j]=2i\sum_k\varepsilon_{ijk}\sigma_k .$$
The proof compares every matrix entry for every pair $i,j$.

```lean
/-- The Pauli matrices satisfy `[σ_i, σ_j] = 2i ∑ ε_ijk σ_k`. -/
theorem pauli_commutator (i j : Fin 3) :
    pauli i * pauli j - pauli j * pauli i =
      (2 * Complex.I) • ∑ k, eps i j k • pauli k := by
  rw [Fin.sum_univ_three]
  ext a b
  fin_cases i <;> fin_cases j <;> fin_cases a <;> fin_cases b <;>
    simp [pauli, eps] <;>
    norm_num [Complex.ext_iff]
```

Since $\Gamma$ is linear and $\Gamma(\sigma_k)=2S_k$,
$$[S_i,S_j]=\tfrac14\Gamma([\sigma_i,\sigma_j])=\tfrac{i}{2}\sum_k\varepsilon_{ijk}\Gamma(\sigma_k)=i\sum_k\varepsilon_{ijk}S_k .$$
The auxiliary facts `hsmul` and `hadd` supply the linearity.

```lean
/-- The spin operators of two fermionic modes satisfy `[S_i, S_j] = i ∑ ε_ijk S_k`. -/
theorem spin_commutator {c : Fin 2 → A} (h : IsCAR c) (i j : Fin 3) :
    spin c i * spin c j - spin c j * spin c i =
      Complex.I • ∑ k, eps i j k • spin c k := by
  have hsmul : ∀ (z : ℂ) (M : Matrix (Fin 2) (Fin 2) ℂ),
      secondQuantize c (z • M) = z • secondQuantize c M := fun z M => by
    simp only [secondQuantize, Matrix.smul_apply, smul_eq_mul, mul_smul, smul_sum]
  have hadd : ∀ M N : Matrix (Fin 2) (Fin 2) ℂ,
      secondQuantize c (M + N) = secondQuantize c M + secondQuantize c N := fun M N => by
    simp only [secondQuantize, Matrix.add_apply, add_smul, sum_add_distrib]
  simp only [spin, smul_mul_smul_comm]
  rw [← smul_sub, secondQuantize_commutator h, pauli_commutator]
  simp only [Fin.sum_univ_three, hsmul, hadd]
  module
```

The number operator is $n=\Gamma(1)$, and every matrix commutes with the unit matrix. Therefore $[S_i,n]=\tfrac12\Gamma([\sigma_i,1])=0$.

```lean
/-- Each spin operator of two fermionic modes commutes with the total number. -/
theorem spin_commute_number {c : Fin 2 → A} (h : IsCAR c) (i : Fin 3) :
    Commute (spin c i) (number c) := by
  -- the number operator belongs to the unit matrix
  have hn : number c = secondQuantize c 1 := by
    simp [number, secondQuantize, Matrix.one_apply]
  have hc := secondQuantize_commutator h (pauli i) 1
  rw [mul_one, one_mul, sub_self] at hc
  have h0 : secondQuantize c (0 : Matrix (Fin 2) (Fin 2) ℂ) = 0 := by
    simp [secondQuantize]
  rw [h0] at hc
  rw [hn]
  exact Commute.smul_left (sub_eq_zero.mp hc) _
```

## The total spin in terms of the number

Setting $a=b$ in the first relation gives $2c_a^2=0$, so $c_a^2=0$. Then
$$n_a^2=c_a^\dagger(1-c_a^\dagger c_a)c_a=n_a-c_a^\dagger c_a^\dagger c_ac_a=n_a .$$

```lean
omit [Fintype ι] in
/-- The occupation `c_a† c_a` of a fermionic mode is idempotent. -/
theorem occupation_idem {c : ι → A} (h : IsCAR c) (a : ι) :
    star (c a) * c a * (star (c a) * c a) = star (c a) * c a := by
  have hsq : c a * c a = 0 := by
    calc c a * c a = (1 / 2 : ℂ) • (c a * c a + c a * c a) := by module
      _ = 0 := by rw [h.anti a a, smul_zero]
  have hm : c a * star (c a) + star (c a) * c a = 1 := by simpa using h.mixed a a
  linear_combination (norm := noncomm_ring)
    star (c a) * hm * c a - star (c a) * star (c a) * hsq
```

For $p\ne q$, hopping there and back gives
$$c_p^\dagger c_qc_q^\dagger c_p=n_p-c_p^\dagger c_q^\dagger c_qc_p=n_p+c_p^\dagger c_q^\dagger c_pc_q=n_p-n_pn_q .$$
The successive steps use the relations for $c_q,c_q^\dagger$, for $c_q,c_p$, and for $c_q^\dagger,c_p$; these are `hq`, `h.anti p q` and `h0`.

```lean
omit [Fintype ι] [Algebra ℂ A] in
/-- For distinct fermionic modes, hopping from `p` to `q` and back gives `n_p (1 - n_q)`. -/
theorem hop_back {c : ι → A} (h : IsCAR c) {p q : ι} (hpq : p ≠ q) :
    star (c p) * c q * (star (c q) * c p) =
      star (c p) * c p - star (c p) * c p * (star (c q) * c q) := by
  have hq : c q * star (c q) + star (c q) * c q = 1 := by simpa using h.mixed q q
  have h0 : c p * star (c q) + star (c q) * c p = 0 := by simpa [hpq] using h.mixed p q
  linear_combination (norm := noncomm_ring) star (c p) * hq * c p
    + star (c p) * h0 * c q - star (c p) * star (c q) * h.anti p q
```

Write $X=c_0^\dagger c_1$ and $Y=c_1^\dagger c_0$ for the spin flips. Then
$$S_0=\tfrac12(X+Y),\quad S_1=\tfrac i2(Y-X),\quad S_2=\tfrac12(n_0-n_1).$$
The squares $X^2$ and $Y^2$ cancel in the sum of the first two terms:
$$S_0^2+S_1^2=\tfrac12(XY+YX)=\tfrac12(n_0+n_1-2n_0n_1),$$
where $n_0n_1=n_1n_0$ by the hopping commutator. Idempotence gives
$$S_2^2=\tfrac14(n_0+n_1-2n_0n_1),\qquad n(2-n)=n_0+n_1-2n_0n_1 .$$
Adding the three squares yields $S^2=\tfrac34n(2-n)$. Inside this proof and the next, the Lean letters `n` and `m` stand for $n_0$ and $n_1$, not for the total number. The equations `e1` to `e4` are the four expansions.

```lean
/-- The total spin of two fermionic modes is fixed by their number: `S² = (3/4) n (2 - n)`. -/
theorem spin_sq {c : Fin 2 → A} (h : IsCAR c) :
    ∑ i, spin c i * spin c i = (3 / 4 : ℂ) • (number c * (2 - number c)) := by
  have hx : spin c 0 = (1 / 2 : ℂ) • (star (c 0) * c 1 + star (c 1) * c 0) := by
    simp [spin, secondQuantize, pauli, Fin.sum_univ_two]
  have hy : spin c 1 = (Complex.I / 2) • (star (c 1) * c 0 - star (c 0) * c 1) := by
    simp [spin, secondQuantize, pauli, Fin.sum_univ_two]
    module
  have hz : spin c 2 = (1 / 2 : ℂ) • (star (c 0) * c 0 - star (c 1) * c 1) := by
    simp [spin, secondQuantize, pauli, Fin.sum_univ_two]
    module
  have hI : Complex.I / 2 * (Complex.I / 2) = -(1 / 4) := by
    linear_combination (1 / 4 : ℂ) * Complex.I_mul_I
  have hn := occupation_idem h 0
  have hm := occupation_idem h 1
  have hXY := hop_back h (p := 0) (q := 1) (by decide)
  have hYX := hop_back h (p := 1) (q := 0) (by decide)
  have hk : star (c 0) * c 0 * (star (c 1) * c 1)
      - star (c 1) * c 1 * (star (c 0) * c 0) = 0 := by
    simpa using hopping_commutator h 0 0 1 1
  rw [Fin.sum_univ_three, hx, hy, hz, number, Fin.sum_univ_two]
  simp only [smul_mul_smul_comm, hI]
  -- only occupations n, m and spin flips X, Y remain
  clear hx hy hz
  generalize star (c 0) * c 1 = X at *
  generalize star (c 1) * c 0 = Y at *
  generalize star (c 0) * c 0 = n at *
  generalize star (c 1) * c 1 = m at *
  have e1 : (X + Y) * (X + Y) = X * X + Y * Y + (n + m - n * m - n * m) := by
    linear_combination (norm := noncomm_ring) hXY + hYX + hk
  have e2 : (Y - X) * (Y - X) = X * X + Y * Y - (n + m - n * m - n * m) := by
    linear_combination (norm := noncomm_ring) -hXY - hYX - hk
  have e3 : (n - m) * (n - m) = n + m - n * m - n * m := by
    linear_combination (norm := noncomm_ring) hn + hm + hk
  have e4 : (n + m) * (2 - (n + m)) = n + m - n * m - n * m := by
    linear_combination (norm := noncomm_ring) -hn - hm + hk
  rw [e1, e2, e3, e4]
  module
```

## Single occupancy selects the spin

Idempotence also gives $n(n-1)=2n_0n_1$ and $n_0n_1(n-2)=n_0n_1+n_0n_1-2n_0n_1=0$. Hence $n(n-1)(n-2)=0$: the only possible occupations are 0, 1 and 2.

```lean
/-- The total number of two fermionic modes satisfies `n (n - 1) (n - 2) = 0`. -/
theorem number_cubic {c : Fin 2 → A} (h : IsCAR c) :
    number c * (number c - 1) * (number c - 2) = 0 := by
  have hn := occupation_idem h 0
  have hm := occupation_idem h 1
  have hk : star (c 0) * c 0 * (star (c 1) * c 1)
      - star (c 1) * c 1 * (star (c 0) * c 0) = 0 := by
    simpa using hopping_commutator h 0 0 1 1
  rw [number, Fin.sum_univ_two]
  generalize star (c 0) * c 0 = n at *
  generalize star (c 1) * c 1 = m at *
  have e1 : (n + m) * (n + m - 1) = n * m + n * m := by
    linear_combination (norm := noncomm_ring) hn + hm - hk
  have e2 : n * m * (n + m - 2) = 0 := by
    linear_combination (norm := noncomm_ring) hn * m - n * hk + n * hm
  rw [e1, add_mul, e2, add_zero]
```

Let $\psi$ be a vector on which the algebra acts. If $S^2\psi=\tfrac34\psi$, then $n(2-n)\psi=\psi$, that is, $(n-1)^2\psi=0$. The cubic relation reads $(n-1)^3=n-1$, so
$$(n-1)\psi=(n-1)(n-1)^2\psi=0 .$$
Conversely, $n\psi=\psi$ gives $n(2-n)\psi=\psi$ and thus $S^2\psi=\tfrac34\psi$.

In Lean, the state space `V` is a module over `A` with compatible complex scalars; it needs neither an inner product nor finite dimension. The identity `e` is the cubic relation in the form used here.

```lean
/-- In any representation of two fermionic modes, a vector satisfies `S² ψ = (3/4) ψ`
exactly when it satisfies the single-occupancy constraint `n ψ = ψ`. -/
theorem spin_half_iff_single_occupancy {V : Type*} [AddCommGroup V] [Module ℂ V]
    [Module A V] [IsScalarTower ℂ A V] {c : Fin 2 → A} (h : IsCAR c) (ψ : V) :
    (∑ i, spin c i * spin c i) • ψ = (3 / 4 : ℂ) • ψ ↔ number c • ψ = ψ := by
  have hcub := number_cubic h
  rw [spin_sq h, smul_assoc]
  generalize number c = N at *
  constructor
  · intro hS
    have h2 : (4 / 3 : ℂ) • ((3 / 4 : ℂ) • ((N * (2 - N)) • ψ)) =
        (4 / 3 : ℂ) • ((3 / 4 : ℂ) • ψ) := by rw [hS]
    rw [smul_smul, smul_smul, show (4 / 3 : ℂ) * (3 / 4) = 1 by norm_num,
      one_smul, one_smul] at h2
    -- the cubic relation turns (n - 1)² ψ = 0 into (n - 1) ψ = 0
    have e : N = 1 - (N - 1) * (N * (2 - N) - 1) := by
      linear_combination (norm := noncomm_ring) -hcub
    calc N • ψ = (1 - (N - 1) * (N * (2 - N) - 1)) • ψ := congrArg (· • ψ) e
      _ = ψ := by
        rw [sub_smul, mul_smul, sub_smul (N * (2 - N)), one_smul, h2, sub_self,
          smul_zero, sub_zero]
  · intro hN
    rw [mul_smul, sub_smul, two_smul, hN, add_sub_cancel_right, hN]
```

For this single site of two modes, the constraint is an operator condition on the state. Mean-field treatments based on this fermionic representation often impose only $\langle n\rangle=1$, which also admits mixtures of empty and doubly occupied components.

## The four states of one site

The smallest concrete case is the Fock space with basis $|0\rangle$, $c_0^\dagger|0\rangle$, $c_1^\dagger|0\rangle$, $c_0^\dagger c_1^\dagger|0\rangle$. Here $n$ takes the values 0, 1, 1, 2, and the formula gives $S^2=0,\tfrac34,\tfrac34,0$: the empty and full sites are spinless, and the middle two states form the doublet.

In this basis $c_0$ and $c_1$ are 4×4 matrices, with `star` the conjugate transpose. The entry $-1$ in $c_1$ comes from moving it past $c_0^\dagger$. The proof computes both adjoints and compares all entries of the anticommutation relations.

```lean
/-- Two explicit matrices on the four-dimensional Fock space satisfy the canonical
anticommutation relations. -/
theorem isCAR_witness :
    IsCAR (![!![0, 1, 0, 0; 0, 0, 0, 0; 0, 0, 0, 1; 0, 0, 0, 0],
      !![0, 0, 1, 0; 0, 0, 0, -1; 0, 0, 0, 0; 0, 0, 0, 0]] :
      Fin 2 → Matrix (Fin 4) (Fin 4) ℂ) := by
  -- the two creation operators
  have h0 : star (!![0, 1, 0, 0; 0, 0, 0, 0; 0, 0, 0, 1; 0, 0, 0, 0] :
      Matrix (Fin 4) (Fin 4) ℂ) =
      !![0, 0, 0, 0; 1, 0, 0, 0; 0, 0, 0, 0; 0, 0, 1, 0] := by
    ext i j
    fin_cases i <;> fin_cases j <;> simp [Matrix.star_apply]
  have h1 : star (!![0, 0, 1, 0; 0, 0, 0, -1; 0, 0, 0, 0; 0, 0, 0, 0] :
      Matrix (Fin 4) (Fin 4) ℂ) =
      !![0, 0, 0, 0; 0, 0, 0, 0; 1, 0, 0, 0; 0, -1, 0, 0] := by
    ext i j
    fin_cases i <;> fin_cases j <;> simp [Matrix.star_apply]
  constructor <;> intro a b <;> fin_cases a <;> fin_cases b <;> ext i j <;>
    fin_cases i <;> fin_cases j <;>
    simp [h0, h1]

end

end AbrikosovFermions
```

```lean
#print axioms AbrikosovFermions.spin_commutator
#print axioms AbrikosovFermions.spin_commute_number
#print axioms AbrikosovFermions.spin_half_iff_single_occupancy
```

```
'AbrikosovFermions.spin_commutator' depends on axioms: [propext, Classical.choice, Quot.sound]
'AbrikosovFermions.spin_commute_number' depends on axioms: [propext, Classical.choice, Quot.sound]
'AbrikosovFermions.spin_half_iff_single_occupancy' depends on axioms: [propext, Classical.choice, Quot.sound]
```
